# Finite chains bracket the non-interacting Bethe-lattice propagator at imaginary frequency

## One site gives too much, two sites too little

Take a single orbital at energy zero, measured from the chemical potential. At imaginary frequency $iy$ with $y>0$ its propagator is $1/(iy)=-i\,x_1$, with $x_1=1/y$. Attach a second orbital, also at energy zero, by a hopping $t>0$. The propagator on the first orbital becomes $-i\,x_2$, with

$$x_2=\frac{1}{y+t^2/y}=\frac{1}{y+t^2x_1}.$$

If the chain continues for ever, the end site sees behind it a copy of the same chain. Its amplitude $X>0$ then satisfies $X=1/(y+t^2X)$. Since $X>0$, this gives $X<1/y=x_1$. Putting the larger number $x_1$ in place of $X$ in the denominator gives a smaller result, so $x_2<X$. Each further site reverses the inequality once more.

## The bath of a Bethe-lattice site

In dynamical mean-field theory a lattice site is treated as an impurity coupled to a bath. For the Bethe lattice with coordination number $Z\to\infty$, hopping $t/\sqrt Z$ and all site energies at the chemical potential (half filling), the non-interacting local propagator obeys $G(z)=1/(z-t^2G(z))$. This is also the equation for the end site of a semi-infinite chain with hopping $t$, so without interactions the bath can be represented by such a chain. One way to make the bath finite is to cut this chain, and the question is how far the local propagator then moves.

Let $x_n$ be the amplitude for $n$ sites in total, that is, the impurity and $n-1$ bath sites when $n\ge1$. Eliminating everything behind the first site gives

$$x_0=0,\qquad x_{n+1}=\frac{1}{y+t^2x_n}.$$

The positive solution of $t^2X^2+yX=1$ is

$$X=\frac{\sqrt{y^2+4t^2}-y}{2t^2}.$$

For all $y,t>0$, $x_n<X$ when $n$ is even, $x_n>X$ when $n$ is odd, and $x_n\to X$.

## The truncation error in closed form

Set $q=t^2X^2$. The quadratic equation reads $yX=1-q$, and $yX>0$, so $0<q<1$. The claim is

$$x_n=X\,\frac{1-(-q)^n}{1-(-q)^{n+1}}.$$

At $n=0$ both sides vanish. If the formula holds for $n$, then

$$X(y+t^2x_n)=\frac{(1-q)\bigl(1-(-q)^{n+1}\bigr)+q\bigl(1-(-q)^n\bigr)}{1-(-q)^{n+1}}=\frac{1-(-q)^{n+2}}{1-(-q)^{n+1}},$$

because in the expanded numerator $-q(-q)^n=(-q)^{n+1}$ cancels $-(-q)^{n+1}$, the terms $\pm q$ cancel, and $q(-q)^{n+1}=-(-q)^{n+2}$ remains beside the $1$. Dividing $X$ by this expression gives the formula for $x_{n+1}$.

Subtracting $X$ yields

$$x_n-X=-\frac{X(1+q)(-q)^n}{1-(-q)^{n+1}}.$$

The denominator is positive, so the error has the sign of $-(-q)^n$: negative for even $n$, positive for odd $n$.

The denominator is also at least $1-q^2$. For $n=0$ it equals $1+q$, and for $n\ge1$ the power has modulus at most $q^2$. With $X/(1-q)=1/y$ this gives

$$|x_n-X|\le\frac{X(1+q)q^n}{1-q^2}=\frac{q^n}{y},$$

which tends to zero.

## Nested bounds and a stopping rule

Let $n$ be even, so that $x_n<X<x_{n+1}$. From $x_{n+1}(y+t^2x_n)=1$,

$$x_n(y+t^2x_{n+1})=yx_n+t^2x_nx_{n+1}<yx_{n+1}+t^2x_nx_{n+1}=1,$$

hence $x_n<x_{n+2}$. For odd $n$ the inequalities reverse and $x_{n+2}<x_n$. The lower bounds rise and the upper bounds fall.

Since $X$ lies strictly between $x_n$ and $x_{n+1}$,

$$|x_n-X|<|x_{n+1}-x_n|.$$

For this non-interacting chain, the change on adding one site is therefore a strict upper bound on the error before it was added. The rule applies at each imaginary frequency separately. As $y\to0$ at fixed $t$, $q\to1$, so low frequencies need the longest chains.

## Numbers for $y=3/2$, $t=1$

Here $\sqrt{y^2+4t^2}=5/2$, so $X=1/2$ and $q=1/4$.

| $n$ | $x_n$ | $x_n-X$ | $q^n/y$ |
|---|---|---|---|
| 0 | $0$ | $-1/2$ | $2/3$ |
| 1 | $2/3$ | $1/6$ | $1/6$ |
| 2 | $6/13$ | $-1/26$ | $1/24$ |
| 3 | $26/51$ | $1/102$ | $1/96$ |

At $n=1$ the bound is attained. Going from two sites to three changes the amplitude by $32/663\approx0.048$, which exceeds the two-site error $1/26\approx0.038$.

## Reading the Lean statements

`chainG t z n` is the complex continued fraction for the end site of an $n$-site chain with equal hoppings and zero site energies. `truncated y t n` is $x_n$, a real amplitude and not the propagator itself. `chainG_imaginary_axis` connects them: at $z=iy$ the propagator is $-i\,x_n$. This theorem has no sign hypotheses, since both recursions follow Lean's convention $1/0=0$; the physical reading takes $y>0$.

`bethe y t` is $X$, and `damping y t` is $q$. The latter name refers to the decay of the error per added site, not to a spectral linewidth.

The main theorem, `truncations_bracket_bethe`, assumes `0 < y` and `0 < t`. Its three parts are the lower bounds for even $n$, the upper bounds for odd $n$, and convergence, written as `Tendsto (truncated y t) atTop (𝓝 (bethe y t))`. Convergence is pointwise in $y$. `nested_brackets` adds the monotonicity in steps of two and the stopping rule.

The step from a Hamiltonian to these formulas is left to the physics above: the code starts from the continued fraction and from the expression for $X$, not from resolvents of a chain or a lattice. The results concern a uniform chain without interactions, on the positive imaginary axis. They give no error bound for an interacting impurity, for fitted bath parameters or for real-frequency spectra.

```lean
import Mathlib

open Filter Topology

namespace BetheBathTruncation

noncomputable section

/-- End-site propagator of a chain of `n` sites with hopping `t` at complex frequency `z`,
built by attaching one site at a time; the domain is `z - t² G_n ≠ 0` at every step. -/
def chainG (t : ℝ) (z : ℂ) : ℕ → ℂ
  | 0 => 0
  | n + 1 => 1 / (z - (t : ℂ) ^ 2 * chainG t z n)

/-- The real amplitude `x_n` of the `n`-site chain at imaginary frequency `iy`,
for `y > 0` and real hopping `t`. -/
def truncated (y t : ℝ) : ℕ → ℝ
  | 0 => 0
  | n + 1 => 1 / (y + t ^ 2 * truncated y t n)

/-- The amplitude `X` of the exact Bethe-lattice propagator at imaginary frequency `iy`, for `y > 0`
and `t ≠ 0`. -/
def bethe (y t : ℝ) : ℝ := (√(y ^ 2 + 4 * t ^ 2) - y) / (2 * t ^ 2)

/-- The damping factor `q = t² X²` per added site, for `y > 0` and `t ≠ 0`. -/
def damping (y t : ℝ) : ℝ := t ^ 2 * bethe y t ^ 2

/-- At imaginary frequency `iy` with `y > 0` the propagator of the `n`-site chain is `-i x_n`. The
identity between the two recursions holds for all real `y` and `t`, with `1/0 = 0`. -/
theorem chainG_imaginary_axis (y t : ℝ) (n : ℕ) :
    chainG t (y * Complex.I) n = -Complex.I * (truncated y t n : ℂ) := by
  induction n with
  | zero => simp [chainG, truncated]
  | succ n ih =>
    simp only [chainG, truncated, ih]
    push_cast
    have h : (y : ℂ) * Complex.I - (t : ℂ) ^ 2 * (-Complex.I * (truncated y t n : ℂ))
        = Complex.I * ((y : ℂ) + (t : ℂ) ^ 2 * (truncated y t n : ℂ)) := by ring
    rw [h, one_div, mul_inv, Complex.inv_I, one_div]

/-- For `y, t > 0` the exact amplitude is positive and solves the self-consistency
equation `y X + t² X² = 1`. -/
theorem bethe_spec {y t : ℝ} (hy : 0 < y) (ht : 0 < t) :
    0 < bethe y t ∧ y * bethe y t + t ^ 2 * bethe y t ^ 2 = 1 := by
  constructor
  · have h : y < √(y ^ 2 + 4 * t ^ 2) :=
      Real.lt_sqrt_of_sq_lt (by nlinarith [pow_pos ht 2])
    exact div_pos (by linarith) (by positivity)
  · have hs : √(y ^ 2 + 4 * t ^ 2) ^ 2 = y ^ 2 + 4 * t ^ 2 := Real.sq_sqrt (by positivity)
    have h : bethe y t * (2 * t ^ 2) = √(y ^ 2 + 4 * t ^ 2) - y :=
      div_mul_cancel₀ _ (by positivity)
    have h4 : 4 * t ^ 2 ≠ 0 := by positivity
    apply mul_left_cancel₀ h4
    linear_combination (2 * t ^ 2 * bethe y t + y + √(y ^ 2 + 4 * t ^ 2)) * h + hs

/-- For `y, t > 0` the damping factor lies strictly between 0 and 1. -/
theorem damping_mem {y t : ℝ} (hy : 0 < y) (ht : 0 < t) :
    0 < damping y t ∧ damping y t < 1 := by
  obtain ⟨hX, hfix⟩ := bethe_spec hy ht
  have h := mul_pos hy hX
  unfold damping
  exact ⟨by positivity, by linarith⟩

/-- For `0 < q < 1` the denominators `1 - (-q)^(n+1)` are positive and at least `1 - q²`. -/
theorem denominator_bound {q : ℝ} (h0 : 0 < q) (h1 : q < 1) (n : ℕ) :
    0 < 1 - (-q) ^ (n + 1) ∧ 1 - q ^ 2 ≤ 1 - (-q) ^ (n + 1) := by
  have h : (-q) ^ (n + 1) ≤ q ^ 2 := by
    cases n with
    | zero =>
      rw [zero_add, pow_one]
      linarith [sq_nonneg q]
    | succ m =>
      calc (-q) ^ (m + 1 + 1) ≤ |(-q) ^ (m + 1 + 1)| := le_abs_self _
        _ = q ^ m * q ^ 2 := by rw [abs_pow, abs_neg, abs_of_pos h0]; ring
        _ ≤ 1 * q ^ 2 :=
          mul_le_mul_of_nonneg_right (pow_le_one₀ h0.le h1.le) (sq_nonneg q)
        _ = q ^ 2 := one_mul _
  constructor <;> nlinarith

/-- Closed form of the truncated amplitude for `y, t > 0`:
`x_n = X (1 - (-q)^n) / (1 - (-q)^(n+1))`. -/
theorem truncated_closed_form {y t : ℝ} (hy : 0 < y) (ht : 0 < t) (n : ℕ) :
    truncated y t n =
      bethe y t * (1 - (-damping y t) ^ n) / (1 - (-damping y t) ^ (n + 1)) := by
  obtain ⟨hX, hfix⟩ := bethe_spec hy ht
  obtain ⟨h0, h1⟩ := damping_mem hy ht
  induction n with
  | zero => simp [truncated]
  | succ n ih =>
    have hb := (denominator_bound h0 h1 n).1.ne'
    have hq : damping y t = t ^ 2 * bethe y t ^ 2 := rfl
    -- the self-consistency equation shifts the powers of `-q` by one
    have key : bethe y t * (y * (1 - (-damping y t) ^ (n + 1))
        + t ^ 2 * bethe y t * (1 - (-damping y t) ^ n))
        = 1 - (-damping y t) ^ (n + 1 + 1) := by
      rw [pow_succ (-damping y t) (n + 1), pow_succ (-damping y t) n]
      generalize (-damping y t) ^ n = p
      linear_combination (1 - p * (-damping y t)) * hfix + (p + p * damping y t) * hq
    simp only [truncated]
    rw [ih]
    generalize 1 - (-damping y t) ^ (n + 1) = b at *
    generalize 1 - (-damping y t) ^ n = a at *
    generalize 1 - (-damping y t) ^ (n + 1 + 1) = c at *
    have hc : bethe y t * a / b * b = bethe y t * a := div_mul_cancel₀ _ hb
    have hD : y + t ^ 2 * (bethe y t * a / b) = c / (bethe y t * b) := by
      rw [eq_div_iff (mul_ne_zero hX.ne' hb)]
      linear_combination key + t ^ 2 * bethe y t * hc
    rw [hD, one_div, inv_div]

/-- The exact truncation error for `y, t > 0`; its numerator alternates in sign with `n`. -/
theorem truncation_error {y t : ℝ} (hy : 0 < y) (ht : 0 < t) (n : ℕ) :
    truncated y t n - bethe y t =
      -(bethe y t * (1 + damping y t) * (-damping y t) ^ n)
        / (1 - (-damping y t) ^ (n + 1)) := by
  obtain ⟨h0, h1⟩ := damping_mem hy ht
  have hb := (denominator_bound h0 h1 n).1.ne'
  rw [truncated_closed_form hy ht, eq_div_iff hb, sub_mul, div_mul_cancel₀ _ hb,
    pow_succ (-damping y t) n]
  ring

/-- For `y, t > 0` the truncation error of the `n`-site chain is at most `q^n / y`. -/
theorem truncation_error_bound {y t : ℝ} (hy : 0 < y) (ht : 0 < t) (n : ℕ) :
    |truncated y t n - bethe y t| ≤ damping y t ^ n / y := by
  obtain ⟨hX, hfix⟩ := bethe_spec hy ht
  obtain ⟨h0, h1⟩ := damping_mem hy ht
  obtain ⟨hb, hle⟩ := denominator_bound h0 h1 n
  have hyX : y * bethe y t = 1 - damping y t := by unfold damping; linarith
  have hP : 0 < bethe y t * (1 + damping y t) := by positivity
  have hPy : bethe y t * (1 + damping y t) * y = 1 - damping y t ^ 2 := by
    linear_combination (1 + damping y t) * hyX
  rw [truncation_error hy ht, abs_div, abs_of_pos hb, abs_neg, abs_mul, abs_pow, abs_neg,
    abs_of_pos h0, abs_of_pos hP, div_le_div_iff₀ hb hy]
  have h := mul_le_mul_of_nonneg_left (hPy.le.trans hle) (pow_pos h0 n).le
  linarith

/-- For `y, t > 0` chains with an even number of sites underestimate the exact amplitude,
chains with an odd number overestimate it, and the truncated amplitudes converge to it. -/
theorem truncations_bracket_bethe {y t : ℝ} (hy : 0 < y) (ht : 0 < t) :
    (∀ n, Even n → truncated y t n < bethe y t) ∧
    (∀ n, Odd n → bethe y t < truncated y t n) ∧
    Tendsto (truncated y t) atTop (𝓝 (bethe y t)) := by
  obtain ⟨hX, -⟩ := bethe_spec hy ht
  obtain ⟨h0, h1⟩ := damping_mem hy ht
  have hpos : ∀ n : ℕ, 0 < bethe y t * (1 + damping y t) * damping y t ^ n
      / (1 - (-damping y t) ^ (n + 1)) := fun n =>
    div_pos (by positivity) (denominator_bound h0 h1 n).1
  refine ⟨fun n hn => ?_, fun n hn => ?_, ?_⟩
  · have h := truncation_error hy ht n
    rw [hn.neg_pow, neg_div] at h
    linarith [hpos n]
  · have h := truncation_error hy ht n
    rw [hn.neg_pow, mul_neg, neg_neg] at h
    linarith [hpos n]
  · -- the geometric error bound forces convergence
    rw [tendsto_iff_dist_tendsto_zero]
    have h := (tendsto_pow_atTop_nhds_zero_of_lt_one h0.le h1).div_const y
    rw [zero_div] at h
    exact squeeze_zero (fun _ => dist_nonneg)
      (fun n => by rw [Real.dist_eq]; exact truncation_error_bound hy ht n) h

/-- For `y, t > 0` the brackets are nested: adding two sites raises an even truncation and
lowers an odd one. The error of any truncation is smaller than the change on adding one site. -/
theorem nested_brackets {y t : ℝ} (hy : 0 < y) (ht : 0 < t) (n : ℕ) :
    (Even n → truncated y t n < truncated y t (n + 2)) ∧
    (Odd n → truncated y t (n + 2) < truncated y t n) ∧
    |truncated y t n - bethe y t| < |truncated y t (n + 1) - truncated y t n| := by
  obtain ⟨hlow, hhigh, -⟩ := truncations_bracket_bethe hy ht
  have hnn : ∀ m, 0 ≤ truncated y t m := by
    intro m
    induction m with
    | zero => exact le_refl _
    | succ m ih => simp only [truncated]; positivity
  have hD : ∀ m, 0 < y + t ^ 2 * truncated y t m := fun m => by
    have := hnn m
    positivity
  have hstep : truncated y t (n + 1) * (y + t ^ 2 * truncated y t n) = 1 :=
    div_mul_cancel₀ _ (hD n).ne'
  have htwo : truncated y t (n + 2) = 1 / (y + t ^ 2 * truncated y t (n + 1)) := rfl
  refine ⟨fun hn => ?_, fun hn => ?_, ?_⟩
  · have h := mul_lt_mul_of_pos_right ((hlow n hn).trans (hhigh (n + 1) hn.add_one)) hy
    rw [htwo, lt_div_iff₀ (hD (n + 1))]
    linarith
  · have h := mul_lt_mul_of_pos_right ((hlow (n + 1) hn.add_one).trans (hhigh n hn)) hy
    rw [htwo, div_lt_iff₀ (hD (n + 1))]
    linarith
  · -- the exact value lies between two successive truncations
    rcases Nat.even_or_odd n with hn | hn
    · have h1 := hlow n hn
      have h2 := hhigh (n + 1) hn.add_one
      rw [abs_of_neg (by linarith), abs_of_pos (by linarith)]
      linarith
    · have h1 := hhigh n hn
      have h2 := hlow (n + 1) hn.add_one
      rw [abs_of_pos (by linarith), abs_of_neg (by linarith)]
      linarith

end

end BetheBathTruncation
```

```lean
#print axioms BetheBathTruncation.chainG_imaginary_axis
#print axioms BetheBathTruncation.nested_brackets
```

```
'BetheBathTruncation.chainG_imaginary_axis' depends on axioms: [propext, Classical.choice, Quot.sound]
'BetheBathTruncation.nested_brackets' depends on axioms: [propext, Classical.choice, Quot.sound]
```

## From the fixed point to the bracket in Lean

`chainG_imaginary_axis` is an induction on the number of sites. Its step factors $i$ out of the denominator and uses $i^{-1}=-i$.

`bethe_spec` proves $X>0$ from $y<\sqrt{y^2+4t^2}$. For the quadratic equation it multiplies by $4t^2$ and lets `linear_combination` combine the definition of $X$ with the square of the root. `damping_mem` then reads off $0<q<1$ from $yX>0$.

`denominator_bound` separates the exponent $1$, where $-q$ is negative, from higher exponents, where the absolute value is at most $q^2$. It supplies both the positivity and the lower bound used above.

In `truncated_closed_form`, the equation `key` is the cancellation in the numerator. The `generalize` steps replace powers of $-q$, or the factors containing them, by single letters. `hD` rewrites the next denominator as a fraction, and inverting that fraction completes the induction.

`truncation_error` subtracts $X$ and clears the denominator. In `truncation_error_bound`, `hPy` is the identity $X(1+q)y=1-q^2$; cross-multiplication reduces the estimate to `denominator_bound`.

`truncations_bracket_bethe` evaluates the sign of $(-q)^n$ for each parity. Convergence follows from `squeeze_zero`, with the distance to $X$ held between $0$ and $q^n/y$.

`nested_brackets` first shows that all $x_n$ are nonnegative, so its denominators are positive. `hstep` is the relation $x_{n+1}(y+t^2x_n)=1$, from which both monotonicity statements follow as in the derivation by hand. The last part splits on the parity of $n$, which fixes the signs inside the absolute values.
